# The Slater–Condon rule for two changed orbitals on a finite one-electron space

When two electrons interact through a symmetric potential $V(x_0,x_1)$, the matrix element between $b(x_0)c(x_1)-c(x_0)b(x_1)$ and $d(x_0)e(x_1)-e(x_0)d(x_1)$ has four product terms, which pair up to give $2(\langle bc|V|de\rangle-\langle bc|V|ed\rangle)$; in $\langle fg|V|hk\rangle$ the orbitals $f,h$ belong to electron 0 and $g,k$ to electron 1. A third electron that stays in an orbital $a$ only changes the factor from 2 to 6, provided that $a,b,c,d,e$ are orthonormal, and the code below proves this together with its $N$-electron form when the coordinates of one electron, spin included, take finitely many values.

```lean
import Mathlib

open Finset Equiv
open scoped ComplexConjugate

namespace SlaterCondonDoubles

noncomputable section

variable {X : Type*} {N : ℕ}

/-- The unnormalized Slater determinant of the orbitals `φ` at the configuration `x`. -/
def slater (φ : Fin N → X → ℂ) (x : Fin N → X) : ℂ :=
  Matrix.det (Matrix.of fun j i => φ j (x i))

/-- The pair interaction: half the sum of `V` over ordered pairs of distinct electrons. -/
def pairEnergy (V : X → X → ℂ) (x : Fin N → X) : ℂ :=
  (1 / 2) * ∑ i, ∑ k, if i = k then 0 else V (x i) (x k)

/-- Permuting the electrons multiplies a Slater determinant by the sign of the permutation. -/
theorem slater_exchange (φ : Fin N → X → ℂ) (σ : Perm (Fin N)) (x : Fin N → X) :
    slater φ (x ∘ σ) = ((Perm.sign σ : ℤ) : ℂ) * slater φ x :=
  Matrix.det_permute' σ (Matrix.of fun j i => φ j (x i))

/-- The pair interaction does not change when the electrons are permuted. -/
theorem pairEnergy_perm (V : X → X → ℂ) (σ : Perm (Fin N)) (x : Fin N → X) :
    pairEnergy V (x ∘ σ) = pairEnergy V x := by
  unfold pairEnergy
  congr 1
  refine Eq.trans ?_ (Equiv.sum_comp σ (fun i => ∑ k, if i = k then 0 else V (x i) (x k)))
  refine sum_congr rfl fun i _ => ?_
  refine Eq.trans ?_ (Equiv.sum_comp σ (fun k => if σ i = k then 0 else V (x (σ i)) (x k)))
  exact sum_congr rfl fun k _ => by simp

variable [Fintype X]

/-- The overlap of two orbitals. -/
def overlap (f g : X → ℂ) : ℂ := ∑ x, conj (f x) * g x

/-- The two-electron integral `⟨f g | V | h k⟩`. -/
def twoElectron (V : X → X → ℂ) (f g h k : X → ℂ) : ℂ :=
  ∑ u, ∑ v, conj (f u) * conj (g v) * V u v * h u * k v

/-- The matrix element of the pair interaction between two `N`-electron functions. -/
def matrixElement (V : X → X → ℂ) (Ψ Φ : (Fin N → X) → ℂ) : ℂ :=
  ∑ x, conj (Ψ x) * pairEnergy V x * Φ x

/-- In the matrix element of the pair interaction between two determinants, the left one may be
replaced by `N!` times its Hartree product. -/
theorem matrixElement_slater (V : X → X → ℂ) (φ ψ : Fin N → X → ℂ) :
    matrixElement V (slater φ) (slater ψ) =
      (N.factorial : ℂ) * matrixElement V (fun x => ∏ i, φ i (x i)) (slater ψ) := by
  -- every permutation contributes the same amount, after relabelling the electrons
  have key : ∀ σ : Perm (Fin N), ∑ x : Fin N → X,
      conj (((Perm.sign σ : ℤ) : ℂ) * ∏ i, φ (σ i) (x i)) * pairEnergy V x * slater ψ x =
      matrixElement V (fun x => ∏ i, φ i (x i)) (slater ψ) := by
    intro σ
    unfold matrixElement
    symm
    refine Fintype.sum_equiv (σ.symm.arrowCongr (Equiv.refl X)) _ _ fun y => ?_
    change conj (∏ i, φ i (y i)) * pairEnergy V y * slater ψ y =
      conj (((Perm.sign σ : ℤ) : ℂ) * ∏ i, φ (σ i) (y (σ i))) *
        pairEnergy V (y ∘ σ) * slater ψ (y ∘ σ)
    rw [pairEnergy_perm, slater_exchange, Equiv.prod_comp σ (fun i => φ i (y i))]
    have hs : ((Perm.sign σ : ℤ) : ℂ) * ((Perm.sign σ : ℤ) : ℂ) = 1 := by
      rcases Int.units_eq_one_or (Perm.sign σ) with h | h <;> simp [h]
    rw [map_mul, map_intCast]
    linear_combination (-(conj (∏ i, φ i (y i)) * pairEnergy V y * slater ψ y)) * hs
  have hsum : matrixElement V (slater φ) (slater ψ) = ∑ σ : Perm (Fin N), ∑ x : Fin N → X,
      conj (((Perm.sign σ : ℤ) : ℂ) * ∏ i, φ (σ i) (x i)) * pairEnergy V x * slater ψ x := by
    refine Eq.trans ?_ sum_comm
    refine sum_congr rfl fun x _ => ?_
    have hd : slater φ x = ∑ σ : Perm (Fin N),
        ((Perm.sign σ : ℤ) : ℂ) * ∏ i, φ (σ i) (x i) := Matrix.det_apply' _
    rw [hd, map_sum, sum_mul, sum_mul]
  rw [hsum, sum_congr rfl fun σ _ => key σ, sum_const, Finset.card_univ, Fintype.card_perm,
    Fintype.card_fin, nsmul_eq_mul]

/-- Between orbital products, the interaction of electrons `i ≠ k` gives a two-electron integral
times the overlaps of all other electrons. -/
theorem product_pair (V : X → X → ℂ) (f g : Fin N → X → ℂ) {i k : Fin N} (hik : i ≠ k) :
    ∑ x : Fin N → X, V (x i) (x k) * ∏ j, (conj (f j (x j)) * g j (x j)) =
      twoElectron V (f i) (f k) (g i) (g k) *
        ∏ j ∈ (univ.erase i).erase k, overlap (f j) (g j) := by
  classical
  -- pin electron `i` at `u` and electron `k` at `v`
  let h : X → X → Fin N → X → ℂ := fun u v j y => conj (f j y) * g j y *
    ((if j = i then (if y = u then 1 else 0) else 1) *
      (if j = k then (if y = v then 1 else 0) else 1))
  have h1 : ∀ x : Fin N → X, V (x i) (x k) * ∏ j, (conj (f j (x j)) * g j (x j)) =
      ∑ u, ∑ v, V u v * ∏ j, h u v j (x j) := by
    intro x
    have hp : ∀ u v, ∏ j, h u v j (x j) = (∏ j, (conj (f j (x j)) * g j (x j))) *
        ((if x i = u then 1 else 0) * (if x k = v then 1 else 0)) := by
      intro u v
      simp only [h, prod_mul_distrib, prod_ite_eq', mem_univ, if_true]
    simp only [hp, mul_ite, mul_one, mul_zero, sum_ite_eq, mem_univ, if_true]
  have h2 : ∀ u v, ∑ x : Fin N → X, ∏ j, h u v j (x j) = ∏ j, ∑ y, h u v j y := by
    intro u v
    rw [Finset.prod_univ_sum, Fintype.piFinset_univ]
  have h3 : ∀ u v, ∏ j, ∑ y, h u v j y = (conj (f i u) * g i u) * ((conj (f k v) * g k v) *
      ∏ j ∈ (univ.erase i).erase k, overlap (f j) (g j)) := by
    intro u v
    rw [← mul_prod_erase univ (fun j => ∑ y, h u v j y) (mem_univ i),
      ← mul_prod_erase (univ.erase i) (fun j => ∑ y, h u v j y)
        (mem_erase.2 ⟨hik.symm, mem_univ k⟩)]
    congr 1
    · simp [h, hik]
    · congr 1
      · simp [h, hik.symm]
      · refine prod_congr rfl fun j hj => ?_
        have hk := (mem_erase.1 hj).1
        have hi := (mem_erase.1 (mem_erase.1 hj).2).1
        simp [h, overlap, hk, hi]
  calc _ = ∑ x : Fin N → X, ∑ u, ∑ v, V u v * ∏ j, h u v j (x j) :=
        sum_congr rfl fun x _ => h1 x
    _ = ∑ u, ∑ v, V u v * ∑ x : Fin N → X, ∏ j, h u v j (x j) := by
        refine sum_comm.trans (sum_congr rfl fun u _ => ?_)
        exact sum_comm.trans (sum_congr rfl fun v _ => (mul_sum _ _ _).symm)
    _ = _ := by
        simp only [h2, h3, twoElectron, sum_mul]
        exact sum_congr rfl fun u _ => sum_congr rfl fun v _ => by ring

/-- The interaction of electrons `i ≠ k` between a Hartree product and a determinant is a signed
sum over permutations of two-electron integrals times overlaps. -/
theorem pair_expand (V : X → X → ℂ) (φ ψ : Fin N → X → ℂ) {i k : Fin N} (hik : i ≠ k) :
    ∑ x : Fin N → X, V (x i) (x k) * (conj (∏ j, φ j (x j)) * slater ψ x) =
      ∑ τ : Perm (Fin N), ((Perm.sign τ : ℤ) : ℂ) *
        (twoElectron V (φ i) (φ k) (ψ (τ i)) (ψ (τ k)) *
          ∏ j ∈ (univ.erase i).erase k, overlap (φ j) (ψ (τ j))) := by
  have hx : ∀ x : Fin N → X, V (x i) (x k) * (conj (∏ j, φ j (x j)) * slater ψ x) =
      ∑ τ : Perm (Fin N), ((Perm.sign τ : ℤ) : ℂ) *
        (V (x i) (x k) * ∏ j, (conj (φ j (x j)) * ψ (τ j) (x j))) := by
    intro x
    have hd : slater ψ x = ∑ τ : Perm (Fin N),
        ((Perm.sign τ : ℤ) : ℂ) * ∏ j, ψ (τ j) (x j) := Matrix.det_apply' _
    rw [hd, mul_sum, mul_sum]
    refine sum_congr rfl fun τ _ => ?_
    rw [map_prod, prod_mul_distrib]
    ring
  refine (sum_congr rfl fun x _ => hx x).trans (sum_comm.trans (sum_congr rfl fun τ _ => ?_))
  rw [← mul_sum, product_pair V φ (fun j => ψ (τ j)) hik]

/-- If every orbital `φ j` with `j ≠ p, q` overlaps only with `ψ j`, and with overlap one, the
interaction of electrons `p ≠ q`, taken between the Hartree product of `φ` and the determinant of
`ψ`, gives the direct minus the exchange integral. -/
theorem active_pair (V : X → X → ℂ) (φ ψ : Fin N → X → ℂ) {p q : Fin N} (hpq : p ≠ q)
    (h : ∀ j, j ≠ p → j ≠ q → ∀ l, overlap (φ j) (ψ l) = if j = l then 1 else 0) :
    ∑ x : Fin N → X, V (x p) (x q) * (conj (∏ j, φ j (x j)) * slater ψ x) =
      twoElectron V (φ p) (φ q) (ψ p) (ψ q) - twoElectron V (φ p) (φ q) (ψ q) (ψ p) := by
  have hne : (1 : Perm (Fin N)) ≠ swap p q := by
    intro e
    have := congrArg (fun s : Perm (Fin N) => s p) e
    exact hpq (by simpa using this)
  have hone : ∀ τ : Perm (Fin N), (∀ j, j ≠ p → j ≠ q → τ j = j) →
      ∏ j ∈ (univ.erase p).erase q, overlap (φ j) (ψ (τ j)) = 1 := by
    intro τ hτ
    refine prod_eq_one fun j hj => ?_
    have hq := (mem_erase.1 hj).1
    have hp := (mem_erase.1 (mem_erase.1 hj).2).1
    rw [hτ j hp hq, h j hp hq, if_pos rfl]
  rw [pair_expand V φ ψ hpq, Fintype.sum_eq_add 1 (swap p q) hne]
  · rw [hone 1 (fun _ _ _ => rfl),
      hone (swap p q) (fun j hp hq => swap_apply_of_ne_of_ne hp hq)]
    simp [Perm.sign_swap hpq, sub_eq_add_neg]
  · -- any other permutation moves a spectator orbital
    rintro τ ⟨h1, h2⟩
    have hex : ∃ j, j ≠ p ∧ j ≠ q ∧ τ j ≠ j := by
      by_contra hc
      have hfix : ∀ j, j ≠ p → j ≠ q → τ j = j := fun j a b =>
        by_contra fun c => hc ⟨j, a, b, c⟩
      have hp : τ p = p ∨ τ p = q := by
        by_contra hn
        rw [not_or] at hn
        exact hn.1 (τ.injective (hfix _ hn.1 hn.2))
      have hq : τ q = p ∨ τ q = q := by
        by_contra hn
        rw [not_or] at hn
        exact hn.2 (τ.injective (hfix _ hn.1 hn.2))
      rcases hp with hp | hp <;> rcases hq with hq | hq
      · exact hpq (τ.injective (hp.trans hq.symm))
      · refine h1 (Equiv.ext fun j => ?_)
        by_cases a : j = p
        · simp [a, hp]
        by_cases b : j = q
        · simp [b, hq]
        simp [hfix j a b]
      · refine h2 (Equiv.ext fun j => ?_)
        by_cases a : j = p
        · simp [a, hp]
        by_cases b : j = q
        · simp [b, hq]
        rw [hfix j a b, swap_apply_of_ne_of_ne a b]
      · exact hpq (τ.injective (hp.trans hq.symm))
    obtain ⟨j, hp, hq, hj⟩ := hex
    rw [prod_eq_zero (mem_erase.2 ⟨hq, mem_erase.2 ⟨hp, mem_univ j⟩⟩)
      ((h j hp hq (τ j)).trans (if_neg hj.symm)), mul_zero, mul_zero]

/-- Slater-Condon rule for two differing orbitals: let `φ` be orthonormal, let `ψ` agree with `φ`
except at `p ≠ q`, and let `ψ p`, `ψ q` be orthogonal to all `φ i`. For symmetric `V` the element
between the unnormalized determinants is `N!` times direct minus exchange integral. -/
theorem slater_condon_doubles (V : X → X → ℂ) (hV : ∀ u v, V u v = V v u)
    (φ ψ : Fin N → X → ℂ) {p q : Fin N} (hpq : p ≠ q)
    (hφ : ∀ i j, overlap (φ i) (φ j) = if i = j then 1 else 0)
    (hsame : ∀ j, j ≠ p → j ≠ q → ψ j = φ j)
    (hp : ∀ i, overlap (φ i) (ψ p) = 0) (hq : ∀ i, overlap (φ i) (ψ q) = 0) :
    matrixElement V (slater φ) (slater ψ) = (N.factorial : ℂ) *
      (twoElectron V (φ p) (φ q) (ψ p) (ψ q) - twoElectron V (φ p) (φ q) (ψ q) (ψ p)) := by
  rw [matrixElement_slater]
  congr 1
  obtain ⟨D, hD⟩ : ∃ D : Fin N → Fin N → ℂ, ∀ i k, D i k =
      ∑ x : Fin N → X, V (x i) (x k) * (conj (∏ j, φ j (x j)) * slater ψ x) :=
    ⟨fun i k => ∑ x : Fin N → X, V (x i) (x k) * (conj (∏ j, φ j (x j)) * slater ψ x),
      fun _ _ => rfl⟩
  have expand : matrixElement V (fun x => ∏ i, φ i (x i)) (slater ψ) =
      (1 / 2) * ∑ z : Fin N × Fin N, if z.1 = z.2 then 0 else D z.1 z.2 := by
    rw [Fintype.sum_prod_type]
    simp only [matrixElement, pairEnergy, mul_sum, sum_mul]
    refine sum_comm.trans (sum_congr rfl fun i _ => ?_)
    refine sum_comm.trans (sum_congr rfl fun k _ => ?_)
    by_cases hik : i = k
    · simp [hik]
    · simp only [if_neg hik, hD, mul_sum]
      exact sum_congr rfl fun x _ => by ring
  have hov : ∀ j l, (l = p ∨ l = q → j ≠ l → True) ∧
      (j = p ∨ j = q → overlap (φ j) (ψ l) = 0) ∧
      (j ≠ p → j ≠ q → overlap (φ j) (ψ l) = if j = l then 1 else 0) := by
    intro j l
    refine ⟨fun _ _ => trivial, fun hj => ?_, fun h1 h2 => ?_⟩
    · by_cases a : l = p
      · rw [a, hp]
      by_cases b : l = q
      · rw [b, hq]
      rw [hsame l a b, hφ, if_neg]
      rintro rfl
      exact hj.elim a b
    · by_cases a : l = p
      · rw [a, hp, if_neg h1]
      by_cases b : l = q
      · rw [b, hq, if_neg h2]
      rw [hsame l a b, hφ]
  -- a pair that leaves out `p` or `q` contributes nothing
  have hzero : ∀ i k j, i ≠ k → j ≠ i → j ≠ k → (j = p ∨ j = q) → D i k = 0 := by
    intro i k j hik hi hk hj
    rw [hD, pair_expand V φ ψ hik]
    refine sum_eq_zero fun τ _ => ?_
    rw [prod_eq_zero (mem_erase.2 ⟨hk, mem_erase.2 ⟨hi, mem_univ j⟩⟩)
      ((hov j (τ j)).2.1 hj), mul_zero, mul_zero]
  have hswap : ∀ f g h k : X → ℂ, twoElectron V f g h k = twoElectron V g f k h := by
    intro f g h k
    refine sum_comm.trans (sum_congr rfl fun v _ => sum_congr rfl fun u _ => ?_)
    rw [hV u v]
    ring
  have e1 := (hD p q).trans (active_pair V φ ψ hpq fun j a b l => (hov j l).2.2 a b)
  have e2 := (hD q p).trans (active_pair V φ ψ hpq.symm fun j a b l => (hov j l).2.2 b a)
  rw [expand, Fintype.sum_eq_add (p, q) (q, p) (fun e => hpq (congrArg Prod.fst e))]
  · change (1 / 2 : ℂ) * ((if p = q then 0 else D p q) + (if q = p then 0 else D q p)) = _
    rw [if_neg hpq, if_neg hpq.symm, e1, e2, hswap (φ q) (φ p) (ψ q) (ψ p),
      hswap (φ q) (φ p) (ψ p) (ψ q)]
    ring
  · rintro ⟨i, k⟩ ⟨h1, h2⟩
    change (if i = k then 0 else D i k) = 0
    by_cases hik : i = k
    · rw [if_pos hik]
    rw [if_neg hik]
    by_cases a : p = i
    · exact hzero i k q hik (fun e => hpq (a.trans e.symm))
        (fun e => h1 (by rw [a, e])) (Or.inr rfl)
    by_cases b : p = k
    · exact hzero i k q hik (fun e => h2 (by rw [b, e]))
        (fun e => hpq (b.trans e.symm)) (Or.inr rfl)
    exact hzero i k p hik a b (Or.inl rfl)

/-- For orthonormal `a, b, c, d, e` and symmetric `V`, the element of `V12 + V13 + V23` between the
unnormalized determinants `(a, b, c)` and `(a, d, e)` is six times direct minus exchange. -/
theorem three_electron_doubles (V : X → X → ℂ) (hV : ∀ u v, V u v = V v u)
    (a b c d e : X → ℂ)
    (ho : ∀ i j : Fin 5, overlap (![a, b, c, d, e] i) (![a, b, c, d, e] j) =
      if i = j then 1 else 0) :
    ∑ x : Fin 3 → X, conj (slater ![a, b, c] x) *
        (V (x 0) (x 1) + V (x 0) (x 2) + V (x 1) (x 2)) * slater ![a, d, e] x =
      6 * (twoElectron V b c d e - twoElectron V b c e d) := by
  have hW : ∀ x : Fin 3 → X, pairEnergy V x =
      V (x 0) (x 1) + V (x 0) (x 2) + V (x 1) (x 2) := by
    intro x
    simp [pairEnergy, Fin.sum_univ_three]
    linear_combination (1 / 2) * hV (x 1) (x 0) + (1 / 2) * hV (x 2) (x 0) +
      (1 / 2) * hV (x 2) (x 1)
  have hcast : ∀ i : Fin 3, ![a, b, c] i =
      ![a, b, c, d, e] (Fin.castLE (by norm_num) i) := by
    intro i
    fin_cases i <;> rfl
  have main := slater_condon_doubles V hV ![a, b, c] ![a, d, e] (p := 1) (q := 2) (by decide)
    (by
      intro i j
      rw [hcast i, hcast j, ho]
      simp [Fin.ext_iff])
    (by
      intro j h1 h2
      fin_cases j
      · rfl
      · exact absurd rfl h1
      · exact absurd rfl h2)
    (by
      intro i
      fin_cases i
      · exact (ho 0 3).trans (if_neg (by decide))
      · exact (ho 1 3).trans (if_neg (by decide))
      · exact (ho 2 3).trans (if_neg (by decide)))
    (by
      intro i
      fin_cases i
      · exact (ho 0 4).trans (if_neg (by decide))
      · exact (ho 1 4).trans (if_neg (by decide))
      · exact (ho 2 4).trans (if_neg (by decide)))
  have h6 : ((Nat.factorial 3 : ℕ) : ℂ) = 6 := by norm_num [Nat.factorial]
  rw [h6] at main
  simp only [matrixElement, hW] at main
  exact main

end

end SlaterCondonDoubles
```

```lean
#print axioms SlaterCondonDoubles.slater_condon_doubles
-- 'SlaterCondonDoubles.slater_condon_doubles' depends on axioms: [propext, Classical.choice, Quot.sound]
#print axioms SlaterCondonDoubles.three_electron_doubles
-- 'SlaterCondonDoubles.three_electron_doubles' depends on axioms: [propext, Classical.choice, Quot.sound]
```

## Three electrons, and then $N$

In `three_electron_doubles`, the determinants are built from $(a,b,c)$ and $(a,d,e)$. The hypothesis `ho` says that the five orbitals are orthonormal, and `hV` says that $V(u,v)=V(v,u)$. The interaction is the sum over the three electron pairs. Lean counts electrons from 0, so the $V_{12}$ of the comment is `V (x 0) (x 1)`. The conclusion is

$$6\,(\langle bc|V|de\rangle-\langle bc|V|ed\rangle).$$

The general theorem, `slater_condon_doubles`, takes an orthonormal family $\varphi$ of $N$ orbitals and a second family $\psi$ that agrees with it except at two labels $p\neq q$. The new orbitals $\psi_p,\psi_q$ must be orthogonal to every $\varphi_i$, but they need not be normalized or orthogonal to each other. The element is then

$$N!\,(\langle\varphi_p\varphi_q|V|\psi_p\psi_q\rangle-\langle\varphi_p\varphi_q|V|\psi_q\psi_p\rangle).$$

The factorial comes from leaving out the usual prefactor $1/\sqrt{N!}$ in each determinant. With that prefactor restored, the element is simply direct minus exchange.

## Orbitals, determinants and the interaction

A point of `X` holds all the coordinates of one electron, for example a lattice site and a spin. An orbital is a function `X → ℂ`, and a configuration `x : Fin N → X` places each electron. `slater` is the determinant of the values $\varphi_j(x_i)$, `overlap` is the inner product, conjugate-linear on the left, and `twoElectron V f g h k` is $\langle fg|V|hk\rangle$. `pairEnergy` is

$$W(x)=\tfrac12\sum_{i\neq k}V(x_i,x_k).$$

The potential is local: each pair term multiplies the wave function by a number that depends on the coordinates of the two electrons.

In configuration interaction on a finite lattice or grid, with orthonormal orbitals and normalized determinants, direct minus exchange is the interaction element between a determinant and one of its double excitations. Common orbitals must sit at the same labels in both determinants; reordering them can change the sign. Determinants that differ in fewer orbitals follow other formulas, with sums over the occupied orbitals. The step to electrons in continuous space, where sums become integrals that must converge, remains to be made separately.

## From $N!$ permutations to two terms

**One determinant becomes a product.** Expand the left determinant as $\sum_\sigma \operatorname{sgn}(\sigma)\prod_i\varphi_{\sigma(i)}(x_i)$. In the term for $\sigma$, substitute $x_i=y_{\sigma(i)}$. The product becomes $\prod_i\varphi_i(y_i)$, $W$ is unchanged (`pairEnergy_perm`), and the right determinant gains a factor $\operatorname{sgn}(\sigma)$ (`slater_exchange`). The two signs cancel, so all $N!$ terms are equal. This is `matrixElement_slater`, where `Fintype.sum_equiv` performs the substitution.

**One electron pair factorizes.** For fixed $i\neq k$, expand the right determinant over permutations $\tau$. Summing over all positions gives

$$\sum_\tau \operatorname{sgn}(\tau)\,\langle\varphi_i\varphi_k|V|\psi_{\tau(i)}\psi_{\tau(k)}\rangle\prod_{j\neq i,k}\langle\varphi_j|\psi_{\tau(j)}\rangle .$$

`product_pair` proves the factorization by pinning electron $i$ at $u$ and electron $k$ at $v$ with indicator factors, so that the sum over configurations splits into one sum per electron. `pair_expand` adds the sum over $\tau$.

**Most pairs vanish.** Suppose that the pair leaves out $p$. The product then contains $\langle\varphi_p|\psi_{\tau(p)}\rangle$. This is zero because $\varphi_p$ is orthogonal to $\psi_p$, to $\psi_q$ and to every other $\psi_l=\varphi_l$. The same holds for $q$. In the main theorem this is `hzero`.

**Two permutations survive.** For the pair $(p,q)$, each remaining overlap is $\langle\varphi_j|\psi_{\tau(j)}\rangle$ with $j\neq p,q$, which is 1 if $\tau(j)=j$ and 0 otherwise. Hence $\tau$ fixes every label except possibly $p$ and $q$, and is either the identity or their exchange. The identity gives the direct integral, and the exchange gives the other integral with a minus sign. `active_pair` isolates these two terms with `Fintype.sum_eq_add` and shows by cases that any other permutation moves a common orbital.

**The half disappears.** The ordered pairs $(p,q)$ and $(q,p)$ both occur in $W$. Since $V$ is symmetric, $\langle fg|V|hk\rangle=\langle gf|V|kh\rangle$ (`hswap`), so they contribute equally and cancel the factor $\tfrac12$.

For three electrons, the changed labels are $p=1$ and $q=2$, and $3!=6$. The last proof uses the symmetry of $V$ once more to turn `pairEnergy` into the sum over three pairs (`hW`), and reads the required overlaps off `ho`.
